# Two-point extrapolation under an inverse-power law: the only exact formula and its worst error for bounded input errors

Suppose that an energy approaches its basis-set limit E as E + A/X, where X is the cardinal number of the basis set and A is an unknown amplitude. The basis sets X = 2 and X = 1 then give

u = E + A/2, v = E + A,

and the combination 2u − v equals E, whatever A is. Now let u be wrong by δ and v by η. The result is wrong by 2δ − η. If neither error exceeds ε in size, a worst choice is δ = ε, η = −ε, and the result is off by 3ε. The subtraction that removes A makes opposite errors add up.

The problems below treat a general whole-number power n ≥ 1 and two cardinal numbers X > Y > 0. They bear on the extrapolation of correlation energies from two basis sets, as far as those energies follow a single inverse power with a known exponent.

## The energy law and the two-point map

```lean
import Mathlib

open Filter Topology

namespace BasisSetExtrapolation

noncomputable section
```

The model energy at cardinal number X is E + A/Xⁿ. This law is postulated. For n = 3 it stands for the slow convergence of the correlation energy when orbital products have to describe the cusp where two electrons meet. In Lean, E, A and X are real numbers and n is a natural number, so integer cardinal numbers are a special case.

```lean
/-- Model energy `E + A / X^n` at cardinal number `X ≠ 0`, with basis-set limit `E`
and amplitude `A`. -/
def basisEnergy (n : ℕ) (E A X : ℝ) : ℝ := E + A / X ^ n
```

The extrapolation takes a pair (u, v), with the energy u of the larger basis set first. It weights u by Xⁿ/(Xⁿ − Yⁿ) and subtracts v weighted by Yⁿ/(Xⁿ − Yⁿ). The type `ℝ × ℝ →ₗ[ℝ] ℝ` makes it a linear map by construction; `LinearMap.fst` and `LinearMap.snd` pick out the two energies. Below it is written P(u, v).

```lean
/-- The two-point extrapolation as a linear map on pairs of energies, for `X^n ≠ Y^n`. -/
def extrapolate (n : ℕ) (X Y : ℝ) : ℝ × ℝ →ₗ[ℝ] ℝ :=
  (X ^ n / (X ^ n - Y ^ n)) • LinearMap.fst ℝ ℝ ℝ
    - (Y ^ n / (X ^ n - Y ^ n)) • LinearMap.snd ℝ ℝ ℝ
```

One ratio gets a name of its own, K = (Xⁿ + Yⁿ)/(Xⁿ − Yⁿ), and is used from part (e) on.

```lean
/-- The error amplification factor `(X^n + Y^n) / (X^n - Y^n)`, for `X^n ≠ Y^n`. -/
def amplification (n : ℕ) (X Y : ℝ) : ℝ := (X ^ n + Y ^ n) / (X ^ n - Y ^ n)
```

## (a) The two weights as one quotient

Show that

P(u, v) = (Xⁿu − Yⁿv)/(Xⁿ − Yⁿ).

**Solution.** Both weights have the denominator Xⁿ − Yⁿ, so the two terms combine:

Xⁿ/(Xⁿ − Yⁿ) · u − Yⁿ/(Xⁿ − Yⁿ) · v = (Xⁿu − Yⁿv)/(Xⁿ − Yⁿ).

In the proof, `show` writes out the linear map on the pair and `ring` combines the fractions. The formula has its meaning for Xⁿ ≠ Yⁿ, which the assumptions of the later parts guarantee.

```lean
/-- The extrapolated energy is `(X^n u - Y^n v) / (X^n - Y^n)`. -/
theorem extrapolate_apply (n : ℕ) (X Y u v : ℝ) :
    extrapolate n X Y (u, v) = (X ^ n * u - Y ^ n * v) / (X ^ n - Y ^ n) := by
  show X ^ n / (X ^ n - Y ^ n) * u - Y ^ n / (X ^ n - Y ^ n) * v = _
  ring
```

## (b) Recovering the limit from model energies

Show that for X > Y > 0 and n ≥ 1, and for all E and A,

P(E + A/Xⁿ, E + A/Yⁿ) = E.

**Solution.** Since 0 < Y < X and n ≥ 1, we have Yⁿ < Xⁿ, so the denominator is positive. In the numerator the amplitude cancels:

Xⁿ(E + A/Xⁿ) − Yⁿ(E + A/Yⁿ) = XⁿE + A − YⁿE − A = (Xⁿ − Yⁿ)E.

Division by Xⁿ − Yⁿ leaves E.

The hypotheses `hn`, `hY` and `hXY` say n ≠ 0, 0 < Y and Y < X. The facts `h1` and `h2` are the two cancellations Xⁿ · A/Xⁿ = A and Yⁿ · A/Yⁿ = A, and `div_eq_iff` multiplies the denominator across.

```lean
/-- For `X > Y > 0` and `n ≠ 0`, the extrapolation recovers the basis-set limit `E`
from two model energies, whatever the amplitude `A`. -/
theorem extrapolate_exact {n : ℕ} (hn : n ≠ 0) {X Y : ℝ} (hY : 0 < Y) (hXY : Y < X)
    (E A : ℝ) :
    extrapolate n X Y (basisEnergy n E A X, basisEnergy n E A Y) = E := by
  have hX : 0 < X := hY.trans hXY
  have hlt : Y ^ n < X ^ n := (pow_lt_pow_iff_left₀ hY.le hX.le hn).2 hXY
  have h1 : X ^ n * (A / X ^ n) = A := by field_simp
  have h2 : Y ^ n * (A / Y ^ n) = A := by field_simp
  rw [extrapolate_apply, div_eq_iff (sub_pos.2 hlt).ne', basisEnergy, basisEnergy,
    mul_add, mul_add, h1, h2]
  ring
```

## (c) No other map is exact

Let F be any function of two energies, linear or not. Show that

F(E + A/Xⁿ, E + A/Yⁿ) = E for all E and A

holds exactly when F(u, v) = P(u, v) for all u and v.

**Solution.** If F = P, exactness is part (b). Conversely, let F be exact and take any pair (u, v). We look for E and A that produce it. Subtracting u = E + A/Xⁿ from v = E + A/Yⁿ gives

v − u = A(Xⁿ − Yⁿ)/(XⁿYⁿ), hence A = (v − u)XⁿYⁿ/(Xⁿ − Yⁿ).

With E = P(u, v) this amplitude does reproduce both energies:

E + A/Xⁿ = (Xⁿu − Yⁿv + Yⁿv − Yⁿu)/(Xⁿ − Yⁿ) = u,

E + A/Yⁿ = (Xⁿu − Yⁿv + Xⁿv − Xⁿu)/(Xⁿ − Yⁿ) = v.

Exactness of F at these values says F(u, v) = E = P(u, v).

In Lean, F has the plain function type `ℝ × ℝ → ℝ`, with no linearity or continuity assumed. Exactness is required for every real A, of either sign, and this is what lets the model energies fill the whole plane of pairs. The proof applies the hypothesis to the E and A found above (`key`), and `hu` and `hv` are the two checks.

```lean
/-- For `X > Y > 0` and `n ≠ 0`, a map of two energies, linear or not, returns the
basis-set limit on all model inputs exactly when it is the two-point extrapolation. -/
theorem exact_iff_eq_extrapolate {n : ℕ} (hn : n ≠ 0) {X Y : ℝ} (hY : 0 < Y)
    (hXY : Y < X) (F : ℝ × ℝ → ℝ) :
    (∀ E A, F (basisEnergy n E A X, basisEnergy n E A Y) = E) ↔
      ∀ p, F p = extrapolate n X Y p := by
  have hX : 0 < X := hY.trans hXY
  have hlt : Y ^ n < X ^ n := (pow_lt_pow_iff_left₀ hY.le hX.le hn).2 hXY
  have hd : X ^ n - Y ^ n ≠ 0 := (sub_pos.2 hlt).ne'
  constructor
  · rintro h ⟨u, v⟩
    -- every pair of energies is a pair of model energies with this amplitude
    have key := h (extrapolate n X Y (u, v)) ((v - u) * (X ^ n * Y ^ n) / (X ^ n - Y ^ n))
    have h1 : (v - u) * (X ^ n * Y ^ n) / (X ^ n - Y ^ n) / X ^ n
        = (v - u) * Y ^ n / (X ^ n - Y ^ n) := by field_simp
    have h2 : (v - u) * (X ^ n * Y ^ n) / (X ^ n - Y ^ n) / Y ^ n
        = (v - u) * X ^ n / (X ^ n - Y ^ n) := by field_simp
    have hu : basisEnergy n (extrapolate n X Y (u, v))
        ((v - u) * (X ^ n * Y ^ n) / (X ^ n - Y ^ n)) X = u := by
      rw [basisEnergy, h1, extrapolate_apply, ← add_div, div_eq_iff hd]
      ring
    have hv : basisEnergy n (extrapolate n X Y (u, v))
        ((v - u) * (X ^ n * Y ^ n) / (X ^ n - Y ^ n)) Y = v := by
      rw [basisEnergy, h2, extrapolate_apply, ← add_div, div_eq_iff hd]
      ring
    rw [hu, hv] at key
    exact key
  · intro h E A
    rw [h]
    exact extrapolate_exact hn hY hXY E A
```

## (d) How input errors reach the result

Let the two energies carry errors δ and η. Show that

P(E + A/Xⁿ + δ, E + A/Yⁿ + η) − E = (Xⁿδ − Yⁿη)/(Xⁿ − Yⁿ).

**Solution.** P is linear, so its value on the sum of two pairs is

P(E + A/Xⁿ, E + A/Yⁿ) + P(δ, η) = E + P(δ, η).

Subtract E and write P(δ, η) as in part (a).

The errors are arbitrary real numbers. They can stand for the errors left by loose convergence thresholds, and equally for the departure of a real energy from the single inverse power. The proof splits the pair (`hsplit`), uses linearity (`map_add`), and then inserts parts (b) and (a).

```lean
/-- For `X > Y > 0` and `n ≠ 0`, errors `δ` and `η` in the two model energies shift the
extrapolated limit by `(X^n δ - Y^n η) / (X^n - Y^n)`. -/
theorem extrapolation_error {n : ℕ} (hn : n ≠ 0) {X Y : ℝ} (hY : 0 < Y) (hXY : Y < X)
    (E A δ η : ℝ) :
    extrapolate n X Y (basisEnergy n E A X + δ, basisEnergy n E A Y + η) - E
      = (X ^ n * δ - Y ^ n * η) / (X ^ n - Y ^ n) := by
  have hsplit : (basisEnergy n E A X + δ, basisEnergy n E A Y + η)
      = (basisEnergy n E A X, basisEnergy n E A Y) + (δ, η) := rfl
  rw [hsplit, map_add, extrapolate_exact hn hY hXY, extrapolate_apply]
  ring
```

## (e) The largest deviation

Let |δ| ≤ ε and |η| ≤ ε with ε ≥ 0. Show that the largest possible deviation of the extrapolated energy from E is

max |P(E + A/Xⁿ + δ, E + A/Yⁿ + η) − E| = εK = ε(Xⁿ + Yⁿ)/(Xⁿ − Yⁿ).

**Solution.** By part (d) and the triangle inequality,

|Xⁿδ − Yⁿη|/(Xⁿ − Yⁿ) ≤ (Xⁿ|δ| + Yⁿ|η|)/(Xⁿ − Yⁿ) ≤ ε(Xⁿ + Yⁿ)/(Xⁿ − Yⁿ).

For δ = ε and η = −ε the numerator is Xⁿε + Yⁿε, and equality holds.

The set in the theorem collects all deviations that admissible errors can cause. `IsGreatest` says that εK belongs to this set and that no member exceeds it. The bound is the same for every E and A. It is a worst case: two errors of equal sign work against each other, and δ = η = ε shifts the result by just ε.

The first half of the proof supplies the pair ε, −ε. The second half replaces the triangle inequality by two-sided bounds: `a1` to `b2` multiply −ε ≤ δ ≤ ε by Xⁿ and −ε ≤ η ≤ ε by Yⁿ, and `nlinarith` combines them.

```lean
/-- For `X > Y > 0`, `n ≠ 0` and input errors of size at most `ε ≥ 0`, the largest
deviation of the extrapolated energy from the basis-set limit is
`ε (X^n + Y^n) / (X^n - Y^n)`, and it is attained. -/
theorem worst_error_isGreatest {n : ℕ} (hn : n ≠ 0) {X Y : ℝ} (hY : 0 < Y) (hXY : Y < X)
    (E A : ℝ) {ε : ℝ} (hε : 0 ≤ ε) :
    IsGreatest {r : ℝ | ∃ δ η : ℝ, |δ| ≤ ε ∧ |η| ≤ ε ∧
      r = |extrapolate n X Y (basisEnergy n E A X + δ, basisEnergy n E A Y + η) - E|}
      (ε * amplification n X Y) := by
  have hX : 0 < X := hY.trans hXY
  have hXn : 0 < X ^ n := pow_pos hX n
  have hYn : 0 < Y ^ n := pow_pos hY n
  have hd : 0 < X ^ n - Y ^ n :=
    sub_pos.2 ((pow_lt_pow_iff_left₀ hY.le hX.le hn).2 hXY)
  constructor
  · -- opposite errors of full size attain the bound
    refine ⟨ε, -ε, (abs_of_nonneg hε).le, by rw [abs_neg, abs_of_nonneg hε], ?_⟩
    have hval : (X ^ n * ε - Y ^ n * -ε) / (X ^ n - Y ^ n) = ε * amplification n X Y := by
      rw [amplification]
      ring
    have hamp : 0 ≤ amplification n X Y := div_nonneg (add_pos hXn hYn).le hd.le
    rw [extrapolation_error hn hY hXY, hval, abs_of_nonneg (mul_nonneg hε hamp)]
  · rintro r ⟨δ, η, hδ, hη, rfl⟩
    obtain ⟨hδ1, hδ2⟩ := abs_le.1 hδ
    obtain ⟨hη1, hη2⟩ := abs_le.1 hη
    rw [extrapolation_error hn hY hXY, abs_div, abs_of_pos hd, amplification,
      ← mul_div_assoc, div_le_div_iff_of_pos_right hd, abs_le]
    have a1 := mul_le_mul_of_nonneg_left hδ1 hXn.le
    have a2 := mul_le_mul_of_nonneg_left hδ2 hXn.le
    have b1 := mul_le_mul_of_nonneg_left hη1 hYn.le
    have b2 := mul_le_mul_of_nonneg_left hη2 hYn.le
    constructor <;> nlinarith
```

## (f) The worst case is always an amplification

Show that for X > Y > 0 and n ≥ 1

K > 1.

**Solution.** Since Yⁿ > 0, we have Xⁿ + Yⁿ > Xⁿ − Yⁿ > 0. Divide by Xⁿ − Yⁿ.

For ε > 0 the worst output error is therefore larger than ε for every admissible pair of basis sets. The lemma `lt_div_iff₀` moves the positive denominator to the other side, and `linarith` finishes.

```lean
/-- For `X > Y > 0` and `n ≠ 0`, the amplification factor exceeds one. -/
theorem one_lt_amplification {n : ℕ} (hn : n ≠ 0) {X Y : ℝ} (hY : 0 < Y) (hXY : Y < X) :
    1 < amplification n X Y := by
  have hYn : 0 < Y ^ n := pow_pos hY n
  have hlt : Y ^ n < X ^ n := (pow_lt_pow_iff_left₀ hY.le (hY.trans hXY).le hn).2 hXY
  rw [amplification, lt_div_iff₀ (sub_pos.2 hlt)]
  linarith
```

## (g) Adjacent cardinal numbers

Set Y = X − 1. Show that for every n ≥ 1

K · n/X → 2 as X → ∞.

**Solution.** Put t = 1/X, so that (X − 1)ⁿ = Xⁿ(1 − t)ⁿ. The factor Xⁿ cancels from K:

K = (1 + (1 − t)ⁿ)/(1 − (1 − t)ⁿ).

Multiply by n/X = nt and move t into the denominator:

K · n/X = n(1 + (1 − t)ⁿ) / [(1 − (1 − t)ⁿ)/t].

As t → 0 the numerator tends to 2n. The bracket is minus the difference quotient of (1 − t)ⁿ at t = 0. The derivative there is −n, so the bracket tends to n, and the quotient tends to 2.

For n = 1 the limit can be read off directly, because K = 2X − 1. At X = 2 this is the factor 3 of the opening example.

The proof turns on `hasDerivAt_iff_tendsto_slope_zero`, which translates a derivative into a limit of difference quotients and so avoids a binomial expansion for general n. That limit is taken along `𝓝[≠] 0`, the neighbourhoods of 0 with the point 0 removed, since a difference quotient needs a nonzero step. To insert the step 1/X, one has to know that 1/X tends to 0 and is nonzero for large X; `hinv` records both. Composition with `hinv` turns the limit t → 0 into a limit X → ∞. The proof checks for X > 0 that the quotient obtained in this way equals K · n/X; this is enough, because `congr'` accepts an equality that holds from some X on. The remaining lines are the cancellation of Xⁿ.

```lean
/-- For adjacent cardinal numbers `X - 1` and `X` and `n ≠ 0`, the amplification factor
times `n / X` tends to `2` as `X` grows. -/
theorem amplification_adjacent {n : ℕ} (hn : n ≠ 0) :
    Tendsto (fun X : ℝ => amplification n X (X - 1) * n / X) atTop (𝓝 2) := by
  have hn' : (n : ℝ) ≠ 0 := Nat.cast_ne_zero.2 hn
  -- the denominator is minus a difference quotient of `(1 - t)^n` at `t = 0`, with `t = 1 / X`
  have hder : HasDerivAt (fun t : ℝ => (1 - t) ^ n) (-(n : ℝ)) 0 :=
    (((hasDerivAt_id' (0 : ℝ)).const_sub 1).fun_pow n).congr_deriv (by simp)
  have hinv : Tendsto (fun X : ℝ => X⁻¹) atTop (𝓝[≠] 0) :=
    tendsto_nhdsWithin_iff.2 ⟨tendsto_inv_atTop_zero,
      (eventually_gt_atTop (0 : ℝ)).mono fun X hX => inv_ne_zero hX.ne'⟩
  have hden := (hasDerivAt_iff_tendsto_slope_zero.1 hder).comp hinv
  have hnum : Tendsto (fun X : ℝ => (1 + (1 - X⁻¹) ^ n) * (n : ℝ)) atTop
      (𝓝 ((1 + (1 - 0) ^ n) * (n : ℝ))) :=
    (((tendsto_inv_atTop_zero.const_sub 1).pow n).const_add 1).mul_const _
  have h := hnum.div hden.neg (by rw [neg_neg]; exact hn')
  have hl : (1 + (1 - 0) ^ n) * (n : ℝ) / (- -(n : ℝ)) = 2 := by
    rw [sub_zero, one_pow, neg_neg, mul_div_assoc, div_self hn', mul_one]
    norm_num
  rw [hl] at h
  refine h.congr' ?_
  filter_upwards [eventually_gt_atTop (0 : ℝ)] with X hX
  have hP : X ^ n ≠ 0 := (pow_pos hX n).ne'
  have hpow : (X - 1) ^ n = X ^ n * (1 - X⁻¹) ^ n := by
    rw [← mul_pow, mul_sub, mul_one, mul_inv_cancel₀ hX.ne']
  show (1 + (1 - X⁻¹) ^ n) * (n : ℝ)
    / (-((X⁻¹)⁻¹ • ((1 - (0 + X⁻¹)) ^ n - (1 - 0) ^ n))) = _
  rw [smul_eq_mul, inv_inv, zero_add, sub_zero, one_pow, amplification, hpow]
  generalize (1 - X⁻¹) ^ n = q
  rw [show X ^ n + X ^ n * q = X ^ n * (1 + q) by ring,
    show X ^ n - X ^ n * q = X ^ n * (1 - q) by ring, mul_div_mul_left _ _ hP,
    show -(X * (q - 1)) = (1 - q) * X by ring, div_mul_eq_mul_div, div_div]
```

## (h) The inverse-cube law

Let n = 3, Y = X − 1 and ε > 0. Show that the worst error εK is asymptotic to 2Xε/3, that is,

εK/(2Xε/3) → 1 as X → ∞.

**Solution.** The bound ε cancels, and part (g) with n = 3 gives

εK/(2Xε/3) = 3K/(2X) = ½ · (K · 3/X) → ½ · 2 = 1.

Here ε must be positive, because it stands in the denominator. At small X the exact factor is the better guide: for the pair X = 3, Y = 2 it is K = 35/19 ≈ 1.84, while 2X/3 gives 2. The growth with X holds at fixed ε; larger basis sets that also bring smaller input errors can still give a smaller worst error.

The proof divides the limit of part (g) by 2 and lets `field_simp` identify the two expressions for X > 0.

```lean
/-- For the inverse-cube law, adjacent cardinal numbers and `ε > 0`, the error bound
`ε (X^3 + (X-1)^3) / (X^3 - (X-1)^3)` is asymptotic to `2 X ε / 3`. -/
theorem cubic_error_asymptotic {ε : ℝ} (hε : 0 < ε) :
    Tendsto (fun X : ℝ => ε * amplification 3 X (X - 1) / (2 * X * ε / 3))
      atTop (𝓝 1) := by
  have h := (amplification_adjacent (n := 3) (by norm_num)).div_const 2
  rw [div_self (by norm_num : (2 : ℝ) ≠ 0)] at h
  refine h.congr' ?_
  filter_upwards [eventually_gt_atTop (0 : ℝ)] with X hX
  generalize amplification 3 X (X - 1) = a
  push_cast
  field_simp

end

end BasisSetExtrapolation
```

```lean
#print axioms BasisSetExtrapolation.exact_iff_eq_extrapolate
#print axioms BasisSetExtrapolation.worst_error_isGreatest
#print axioms BasisSetExtrapolation.one_lt_amplification
#print axioms BasisSetExtrapolation.cubic_error_asymptotic
```

```
'BasisSetExtrapolation.exact_iff_eq_extrapolate' depends on axioms: [propext, Classical.choice, Quot.sound]
'BasisSetExtrapolation.worst_error_isGreatest' depends on axioms: [propext, Classical.choice, Quot.sound]
'BasisSetExtrapolation.one_lt_amplification' depends on axioms: [propext, Classical.choice, Quot.sound]
'BasisSetExtrapolation.cubic_error_asymptotic' depends on axioms: [propext, Classical.choice, Quot.sound]
```
